# Under a fixed Fock matrix with orbital gap $g$, virtual amplitudes decay in imaginary time at rate $g$ or faster

Let $F=\mathrm{diag}(\alpha,\beta)$ be a fixed Fock matrix in its canonical orbital basis, with occupied energies $\alpha_i$ and virtual energies $\beta_a$, and let the trial orbitals be the columns of

$$C=\begin{pmatrix}1\\ Z\end{pmatrix},\qquad Z \text{ real}.$$

If $\beta_a-\alpha_i\ge g$ for every pair and $t\ge 0$, then $e^{-tF}C$ has the same column span as $\begin{pmatrix}1\\ W\end{pmatrix}$ for exactly one real matrix $W$, and

$$\|W\|_F\le e^{-gt}\,\|Z\|_F .$$

Here $\|\cdot\|_F$ is the Frobenius norm, the root of the sum of squared entries; its subscript does not refer to the Fock matrix. For $g>0$ the amplitudes vanish as $t\to\infty$. The rate $g$ is the best possible whenever some pair with $\beta_a-\alpha_i=g$ has $Z_{ai}\neq0$. For non-interacting electrons in a finite basis, this says that a positive HOMO–LUMO gap is a guaranteed minimum rate for the decay of the virtual amplitudes of such a trial determinant.

## Orbitals, amplitudes and the occupied space

The occupied orbitals are labelled by a finite type `o` and the virtual orbitals by a finite type `v`. The full basis is their disjoint union `o ⊕ v`. Below, $i,j$ are occupied labels, $a,b$ are virtual labels, and $p$ is either.

```lean
import Mathlib

open Matrix Filter Topology

namespace ImaginaryTimeConvergence

noncomputable section

variable {o v : Type*} [Fintype o] [Fintype v] [DecidableEq o] [DecidableEq v]
```

The Fock matrix is block diagonal, with no occupied–virtual coupling. A fixed real symmetric Fock matrix in an orthonormal basis takes this form after an orthogonal change of basis. The energies are otherwise arbitrary real numbers; the gap enters later as a hypothesis.

```lean
/-- The Fock matrix in its canonical basis, with occupied energies `α` and virtual
energies `β`. -/
def fock (α : o → ℝ) (β : v → ℝ) : Matrix (o ⊕ v) (o ⊕ v) ℝ :=
  fromBlocks (diagonal α) 0 0 (diagonal β)
```

The trial orbital $i$ is the canonical orbital $i$ plus an admixture $\sum_a Z_{ai}\,\phi_a$ of virtual orbitals $\phi_a$. `fromRows 1 Z` stacks the two blocks.

```lean
/-- Trial orbitals: the identity in the occupied block stacked over the virtual
amplitudes `Z`. -/
def orbitals (Z : Matrix v o ℝ) : Matrix (o ⊕ v) o ℝ := fromRows 1 Z
```

These columns are not orthonormal in general. An orthonormal set with the same span is $C(1+Z^{\mathsf T}Z)^{-1/2}$. The form $\begin{pmatrix}1\\ Z\end{pmatrix}$ also restricts the trial space: orbitals $\begin{pmatrix}X\\ Y\end{pmatrix}$ can be brought to it, with $Z=YX^{-1}$, when the occupied block $X$ is invertible. A trial determinant orthogonal to the reference determinant is therefore excluded.

A Slater determinant depends, up to a factor, only on the space its orbitals span. That space is the set of all vectors $Mx$, where $M$ is the coefficient matrix and $x$ runs over real coefficient vectors.

```lean
/-- The space spanned by the columns of an orbital coefficient matrix. -/
def occSpace (M : Matrix (o ⊕ v) o ℝ) : Submodule ℝ (o ⊕ v → ℝ) :=
  LinearMap.range M.mulVecLin
```

The amplitudes at imaginary time $t$ will turn out to be

$$Z_{ai}(t)=e^{-t(\beta_a-\alpha_i)}Z_{ai}.$$

```lean
/-- The amplitudes at imaginary time `t`: each one is multiplied by the exponential of `-t` times
its own orbital energy difference. -/
def amplitudes (α : o → ℝ) (β : v → ℝ) (Z : Matrix v o ℝ) (t : ℝ) : Matrix v o ℝ :=
  fun a i => Real.exp (-(t * (β a - α i))) * Z a i
```

Their size is measured by the Frobenius norm $\|Z\|_F=\big(\sum_{a,i}Z_{ai}^2\big)^{1/2}$. The singular values of $Z$ are the tangents of the principal angles between the trial space and the reference occupied space, so $\|Z\|_F$ is the root of the sum of squared tangents.

```lean
/-- The Frobenius norm of the virtual amplitudes. -/
def frob (Z : Matrix v o ℝ) : ℝ := √(∑ a, ∑ i, Z a i ^ 2)
```

## The propagator acts on each orbital separately

With $\hbar=1$, imaginary-time propagation under $F$ multiplies the orbitals by $e^{-tF}$. Every power of a diagonal matrix is diagonal, so the exponential series gives

$$\big(e^{-tF}\big)_{pp}=e^{-t\varepsilon_p},\qquad \varepsilon_p=\begin{cases}\alpha_i & p=i \text{ occupied}\\ \beta_a & p=a\text{ virtual.}\end{cases}$$

In Lean, `NormedSpace.exp` is the true matrix exponential and `Sum.elim α β p` is $\varepsilon_p$. The proof merges the two diagonal blocks into one diagonal matrix and applies `Matrix.exp_diagonal`.

```lean
/-- The imaginary-time propagator is diagonal, with one exponential factor for each
orbital energy. -/
theorem exp_fock (α : o → ℝ) (β : v → ℝ) (t : ℝ) :
    NormedSpace.exp ((-t) • fock α β) =
      diagonal (fun p => Real.exp (-t * Sum.elim α β p)) := by
  rw [fock, fromBlocks_diagonal, ← diagonal_smul, Matrix.exp_diagonal]
  congr 1
  funext p
  rw [Real.exp_eq_exp_ℝ]
  rw [Pi.coe_exp]
  rfl
```

## Energy differences appear when the occupied factor is taken out

Acting on $C$, the propagator gives

$$e^{-tF}C=\begin{pmatrix}e^{-t\alpha}\\ e^{-t\beta}Z\end{pmatrix},$$

where $e^{-t\alpha}$ and $e^{-t\beta}$ are diagonal matrices. To restore the identity in the upper block, take $e^{-t\alpha}$ out on the right. In the lower block,

$$e^{-t\beta_a}Z_{ai}=\big(e^{-t(\beta_a-\alpha_i)}Z_{ai}\big)e^{-t\alpha_i},$$

so that

$$e^{-tF}C=\begin{pmatrix}1\\ Z(t)\end{pmatrix}e^{-t\alpha}.$$

The absolute energies have gone into a rescaling of columns, and only energy differences act on the amplitudes. The proof compares entries. In the occupied block it separates diagonal from off-diagonal entries; in the virtual block the hypothesis `h` is the splitting of the exponential displayed above.

```lean
/-- Propagated orbitals are the orbitals built from `amplitudes α β Z t`, multiplied from the right
by a diagonal scaling of the occupied columns. -/
theorem propagated_orbitals (α : o → ℝ) (β : v → ℝ) (Z : Matrix v o ℝ) (t : ℝ) :
    NormedSpace.exp ((-t) • fock α β) * orbitals Z =
      orbitals (amplitudes α β Z t) * diagonal (fun i => Real.exp (-t * α i)) := by
  rw [exp_fock]
  ext p i
  rw [diagonal_mul, mul_diagonal]
  rcases p with j | a
  · by_cases h : j = i
    · subst h
      simp [orbitals]
    · simp [orbitals, h]
  · -- the virtual factor splits into the energy difference and the occupied factor
    have h : Real.exp (-t * β a) =
        Real.exp (-(t * (β a - α i))) * Real.exp (-t * α i) := by
      rw [← Real.exp_add]
      congr 1
      ring
    change Real.exp (-t * β a) * Z a i =
      Real.exp (-(t * (β a - α i))) * Z a i * Real.exp (-t * α i)
    rw [h]
    ring
```

## Mixing occupied orbitals does not change their span

Let $D$ be a square matrix on the occupied labels with $DD'=1$. Any vector in the span of $MD$ is $(MD)x=M(Dx)$, which lies in the span of $M$. Conversely, $Mx=(MD)(D'x)$ lies in the span of $MD$. The two inclusions are the two branches after `le_antisymm`.

```lean
omit [Fintype v] [DecidableEq v] in
/-- An invertible mixing of the occupied orbitals leaves the space they span unchanged. -/
theorem occSpace_mul (M : Matrix (o ⊕ v) o ℝ) (D D' : Matrix o o ℝ) (h : D * D' = 1) :
    occSpace (M * D) = occSpace M := by
  apply le_antisymm
  · rintro _ ⟨x, rfl⟩
    exact ⟨D *ᵥ x, by simp only [mulVecLin_apply, mulVec_mulVec]⟩
  · rintro _ ⟨x, rfl⟩
    exact ⟨D' *ᵥ x, by
      simp only [mulVecLin_apply, mulVec_mulVec, Matrix.mul_assoc, h, Matrix.mul_one]⟩
```

In an actual calculation this is what allows the orbitals to be reorthonormalised, for example by a QR factorisation, after each application of the propagator. Without reorthonormalisation, repeated multiplication by $e^{-\tau F}$, with $\tau$ the time step, can make the columns very large or very small. For general starting orbitals, columns that all contain a non-degenerate lowest orbital also become nearly parallel. The factorisation multiplies the coefficients on the right by an invertible triangular matrix, so the occupied space, and hence its amplitude matrix, is unaffected in exact arithmetic.

The exponential can also be replaced by the first-order step $1-\tau F$. Taking out the occupied diagonal factor on the right, as was done for $e^{-t\alpha}$, then shows that each amplitude is multiplied by

$$\frac{1-\tau\beta_a}{1-\tau\alpha_i}$$

per step, provided that no denominator vanishes. This agrees with $e^{-\tau(\beta_a-\alpha_i)}$ to first order in $\tau$. For $\tau>0$ and $\beta_a>\alpha_i$, it reduces the magnitude of a nonzero amplitude exactly when $\tau(\alpha_i+\beta_a)<2$, which limits the step if $\alpha_i+\beta_a>0$.

## The span fixes the amplitudes

Suppose $\begin{pmatrix}1\\ Z\end{pmatrix}$ and $\begin{pmatrix}1\\ W\end{pmatrix}$ have the same span, and let $e_i$ be the $i$-th unit vector. Column $i$ of the first matrix is then a combination of the columns of the second:

$$\begin{pmatrix}e_i\\ Ze_i\end{pmatrix}=\begin{pmatrix}y\\ Wy\end{pmatrix}.$$

The upper block gives $y=e_i$, and the lower block then gives $Ze_i=We_i$. As this holds for every $i$, $Z=W$. In the proof, `Pi.single i 1` is $e_i$, while `h1` and `h2` are the upper and lower blocks of the equation.

```lean
omit [Fintype v] [DecidableEq v] in
/-- The occupied space determines the virtual amplitudes. -/
theorem amplitudes_unique (Z W : Matrix v o ℝ)
    (h : occSpace (orbitals Z) = occSpace (orbitals W)) : Z = W := by
  ext a i
  have hm : (orbitals Z).mulVecLin (Pi.single i 1) ∈ occSpace (orbitals W) := by
    rw [← h]
    exact ⟨_, rfl⟩
  obtain ⟨y, hy⟩ := hm
  -- the occupied block fixes the expansion coefficients
  have h1 : (1 : Matrix o o ℝ) *ᵥ y = (1 : Matrix o o ℝ) *ᵥ Pi.single i 1 :=
    funext fun j => congrFun hy (Sum.inl j)
  simp only [one_mulVec] at h1
  subst h1
  have h2 : (W *ᵥ Pi.single i 1) a = (Z *ᵥ Pi.single i 1) a := congrFun hy (Sum.inr a)
  simpa using h2.symm
```

The norm of the amplitudes is therefore a property of the occupied space, relative to the chosen occupied and virtual blocks, and not of the orbitals used to represent it.

## The gap bounds every amplitude

For $t\ge0$ and $\beta_a-\alpha_i\ge g$,

$$e^{-t(\beta_a-\alpha_i)}\le e^{-gt}.$$

Both sides are positive, so squaring preserves the inequality. Multiplying by $Z_{ai}^2\ge0$ and summing gives

$$\sum_{a,i}Z_{ai}(t)^2\le e^{-2gt}\sum_{a,i}Z_{ai}^2,$$

and the square root is the required bound. The Lean proof runs in the opposite direction: `Real.sqrt_le_iff` removes the root, two uses of `Finset.sum_le_sum` reduce the claim to a single pair, and `he` is the comparison of exponentials.

```lean
/-- If every virtual-occupied energy difference is at least `g`, the norm of the
amplitudes at time `t ≥ 0` is at most `exp (-g t)` times its initial value. -/
theorem frob_amplitudes_le (α : o → ℝ) (β : v → ℝ) (Z : Matrix v o ℝ) {g t : ℝ}
    (hgap : ∀ a i, g ≤ β a - α i) (ht : 0 ≤ t) :
    frob (amplitudes α β Z t) ≤ Real.exp (-(g * t)) * frob Z := by
  unfold frob
  refine Real.sqrt_le_iff.mpr ⟨by positivity, ?_⟩
  rw [mul_pow, Real.sq_sqrt (by positivity), Finset.mul_sum]
  refine Finset.sum_le_sum fun a _ => ?_
  rw [Finset.mul_sum]
  refine Finset.sum_le_sum fun i _ => ?_
  have he : Real.exp (-(t * (β a - α i))) ≤ Real.exp (-(g * t)) :=
    Real.exp_le_exp.mpr (by linarith [mul_le_mul_of_nonneg_left (hgap a i) ht, mul_comm g t])
  change (Real.exp (-(t * (β a - α i))) * Z a i) ^ 2 ≤ _
  rw [mul_pow]
  exact mul_le_mul_of_nonneg_right (pow_le_pow_left₀ (Real.exp_pos _).le he 2) (sq_nonneg _)
```

The sign of $g$ plays no part here. If $g$ is negative the inequality remains true, but it only limits how fast the amplitudes may grow.

A neighbouring estimate follows by reversing the comparison: if $\beta_a-\alpha_i\le G$ for all pairs, then $\|Z(t)\|_F\ge e^{-Gt}\|Z\|_F$ for $t\ge0$. The largest orbital energy difference thus limits how quickly the norm can fall, although this lower estimate is not among the theorems proved in Lean here.

## The convergence bound for the propagated space

By the factorisation, the propagated orbitals are $\begin{pmatrix}1\\ Z(t)\end{pmatrix}e^{-t\alpha}$. The matrix $e^{-t\alpha}$ has inverse $e^{t\alpha}$, so their span is that of $\begin{pmatrix}1\\ Z(t)\end{pmatrix}$. Taking $W=Z(t)$ gives existence and the norm bound, and the preceding uniqueness argument excludes any other $W$.

The theorem takes arbitrary real energies `α` and `β`, a real amplitude matrix `Z`, the gap condition `hgap` and the condition `ht` that $t\ge0$. Its conclusion has three parts: the propagated space equals `occSpace (orbitals W)`, the norm of `W` obeys the bound, and every `W'` describing the same space equals `W`. In the proof, `hs` is the equality of spans.

```lean
/-- If every virtual-occupied energy difference is at least `g`, imaginary-time propagation for `t ≥
0` gives an occupied space described by exactly one amplitude matrix `W`, whose norm is at most `exp
(-g t)` times that of `Z`. -/
theorem imaginary_time_convergence (α : o → ℝ) (β : v → ℝ) (Z : Matrix v o ℝ) {g t : ℝ}
    (hgap : ∀ a i, g ≤ β a - α i) (ht : 0 ≤ t) :
    ∃ W : Matrix v o ℝ,
      occSpace (NormedSpace.exp ((-t) • fock α β) * orbitals Z) = occSpace (orbitals W) ∧
      frob W ≤ Real.exp (-(g * t)) * frob Z ∧
      ∀ W' : Matrix v o ℝ,
        occSpace (NormedSpace.exp ((-t) • fock α β) * orbitals Z) = occSpace (orbitals W') →
          W' = W := by
  have hs : occSpace (NormedSpace.exp ((-t) • fock α β) * orbitals Z) =
      occSpace (orbitals (amplitudes α β Z t)) := by
    rw [propagated_orbitals]
    -- the occupied scaling is undone by the opposite exponentials
    apply occSpace_mul _ _ (diagonal fun i => Real.exp (t * α i))
    rw [diagonal_mul_diagonal, ← diagonal_one]
    congr 1
    funext i
    rw [← Real.exp_add, ← Real.exp_zero]
    congr 1
    ring
  exact ⟨amplitudes α β Z t, hs, frob_amplitudes_le α β Z hgap ht,
    fun W' h => amplitudes_unique _ _ (h.symm.trans hs)⟩
```

The matrix $F$ stays constant throughout. In a self-consistent calculation it depends on the density and changes as the orbitals relax, so the bound describes propagation with a frozen Fock matrix and does not establish convergence of the SCF iteration. Complex orbitals are not covered either.

## A positive gap sends the amplitudes to zero

If $g>0$, then $e^{-gt}\to0$ as $t\to\infty$, and

$$0\le\|Z(t)\|_F\le e^{-gt}\|Z\|_F$$

forces the norm to zero. Physically, a positive gap places every occupied level below every virtual one, so the reference occupied space is the ground-state space of the fixed $F$ at this electron number. The squeeze uses the upper bound only for $t\ge0$, which suffices for a limit at large $t$.

```lean
/-- With a positive gap the norm of the virtual amplitudes tends to zero in the limit of long
imaginary time. -/
theorem amplitudes_tendsto_zero (α : o → ℝ) (β : v → ℝ) (Z : Matrix v o ℝ) {g : ℝ}
    (hg : 0 < g) (hgap : ∀ a i, g ≤ β a - α i) :
    Tendsto (fun t => frob (amplitudes α β Z t)) atTop (𝓝 0) := by
  have h1 : Tendsto (fun t : ℝ => Real.exp (-(g * t))) atTop (𝓝 0) :=
    Real.tendsto_exp_neg_atTop_nhds_zero.comp (tendsto_id.const_mul_atTop hg)
  have h2 := h1.mul_const (frob Z)
  rw [zero_mul] at h2
  exact squeeze_zero' (Eventually.of_forall fun t => Real.sqrt_nonneg _)
    ((eventually_ge_atTop 0).mono fun t ht => frob_amplitudes_le α β Z hgap ht) h2
```

## A populated pair limits the rate

Suppose $Z_{ai}\ne0$ for some pair and that, for constants $K$ and $k$,

$$\|Z(t)\|_F\le Ke^{-kt}\qquad\text{for all }t\ge0.$$

Then $k\le\beta_a-\alpha_i$. To see this, assume that $d=k-(\beta_a-\alpha_i)$ is positive and write $z=|Z_{ai}|>0$. A single entry is no larger than the Frobenius norm, so

$$z\,e^{-t(\beta_a-\alpha_i)}\le Ke^{-kt},\qquad\text{hence}\qquad z\,e^{dt}\le K\quad\text{for all }t\ge0.$$

At $t=0$ this gives $K\ge z>0$. Now choose $t=K/(zd)$ and use $e^x\ge1+x$:

$$z\,e^{dt}\ge z(1+dt)=z+K>K,$$

which is a contradiction. In the proof, `key` is the inequality $z\,e^{dt}\le K$, `h3` evaluates it at the chosen time, and `h4` supplies the linear lower bound on the exponential.

```lean
/-- If the amplitude between `i` and `a` is initially nonzero, no exponential bound on the
norm can have a rate `k` above the energy difference of that pair. -/
theorem rate_le_gap (α : o → ℝ) (β : v → ℝ) (Z : Matrix v o ℝ) (a : v) (i : o)
    (hZ : Z a i ≠ 0) (K k : ℝ)
    (h : ∀ t, 0 ≤ t → frob (amplitudes α β Z t) ≤ K * Real.exp (-(k * t))) :
    k ≤ β a - α i := by
  by_contra hk
  have hd : 0 < k - (β a - α i) := sub_pos.mpr (not_le.mp hk)
  have hz : 0 < |Z a i| := abs_pos.mpr hZ
  -- a single amplitude is bounded by the norm, so its rescaled value stays below K
  have key : ∀ t, 0 ≤ t → |Z a i| * Real.exp ((k - (β a - α i)) * t) ≤ K := by
    intro t ht
    have h0 : |amplitudes α β Z t a i| ≤ frob (amplitudes α β Z t) := by
      apply Real.abs_le_sqrt
      exact (Finset.single_le_sum (f := fun j => amplitudes α β Z t a j ^ 2)
        (fun _ _ => sq_nonneg _) (Finset.mem_univ i)).trans
        (Finset.single_le_sum (f := fun b => ∑ j, amplitudes α β Z t b j ^ 2)
          (fun _ _ => Finset.sum_nonneg fun _ _ => sq_nonneg _) (Finset.mem_univ a))
    have h1 := h0.trans (h t ht)
    rw [amplitudes, abs_mul, abs_of_pos (Real.exp_pos _)] at h1
    have h2 : Real.exp ((k - (β a - α i)) * t) =
        Real.exp (-(t * (β a - α i))) * Real.exp (k * t) := by
      rw [← Real.exp_add]
      congr 1
      ring
    calc |Z a i| * Real.exp ((k - (β a - α i)) * t)
        = Real.exp (-(t * (β a - α i))) * |Z a i| * Real.exp (k * t) := by rw [h2]; ring
      _ ≤ K * Real.exp (-(k * t)) * Real.exp (k * t) :=
          mul_le_mul_of_nonneg_right h1 (Real.exp_pos _).le
      _ = K := by rw [mul_assoc, ← Real.exp_add, neg_add_cancel, Real.exp_zero, mul_one]
  have hK : 0 < K := lt_of_lt_of_le (mul_pos hz (Real.exp_pos _)) (key 0 le_rfl)
  -- exponential growth exceeds K at a suitable time
  generalize k - (β a - α i) = d at hd key
  generalize |Z a i| = z at hz key
  have h3 := key (K / (z * d)) (by positivity)
  have h4 := mul_le_mul_of_nonneg_left (Real.add_one_le_exp (d * (K / (z * d)))) hz.le
  have h5 : z * (d * (K / (z * d))) = K := by field_simp
  rw [mul_add, mul_one, h5] at h4
  linarith

end

end ImaginaryTimeConvergence
```

If the populated pair has the smallest energy difference, that difference is the exact limit on the rate. If the trial orbitals have no amplitude on that pair, for instance by symmetry, the decay can be faster, because only pairs with $Z_{ai}\ne0$ contribute to the norm.

```lean
#print axioms ImaginaryTimeConvergence.imaginary_time_convergence
#print axioms ImaginaryTimeConvergence.amplitudes_tendsto_zero
#print axioms ImaginaryTimeConvergence.rate_le_gap
```

```
'ImaginaryTimeConvergence.imaginary_time_convergence' depends on axioms: [propext, Classical.choice, Quot.sound]
'ImaginaryTimeConvergence.amplitudes_tendsto_zero' depends on axioms: [propext, Classical.choice, Quot.sound]
'ImaginaryTimeConvergence.rate_le_gap' depends on axioms: [propext, Classical.choice, Quot.sound]
```
